# For an energy per cell with K-Lipschitz derivative, removing one electron from M cells gives the reservoir eigenvalue to within K/(2M)

The formation energy of a charged defect needs a reference energy for the electrons exchanged with the reservoir. Two calculations may take this reference differently, one as an eigenvalue of the perfect crystal and the other as the total-energy difference on removing one electron from a perfect supercell. Their formation energies then disagree by an amount that depends on cell size and is multiplied by the defect charge. Without a bound on this amount, it can be mistaken for a property of the defect. In a model where the removed charge spreads evenly and the eigenvalue varies at a bounded rate with filling, the disagreement falls off at least as fast as the inverse number of cells.

## The remainder of a linear expansion, multiplied by M

Let $e(n)$ be the energy per cell at $n$ electrons per cell, and let $\mu=e'$. A perfect supercell of $M\ge 1$ cells with $N$ electrons has energy $E_M(N)=M\,e(N/M)$. Starting from filling $n_0$, remove $q$ electrons, with $0\le q\le M$. The energy difference is

$$E_M(Mn_0)-E_M(Mn_0-q)=M\left[e(n_0)-e(n_0-h)\right],\qquad h=q/M .$$

Assume that $\mu$ is $K$-Lipschitz on $[n_0-1,n_0]$: $|\mu(x)-\mu(y)|\le K|x-y|$. The constant $K$ limits how fast the reservoir eigenvalue moves as the cell is depleted. For $0\le t\le h$ and a sign $s=\pm1$, define

$$\varphi_s(t)=\tfrac12Kt^2+s\left[e(n_0-t)+t\,\mu(n_0)\right].$$

Its derivative is

$$\varphi_s'(t)=Kt+s\left[\mu(n_0)-\mu(n_0-t)\right]\ge Kt-Kt=0 .$$

Hence $\varphi_s(h)\ge\varphi_s(0)$, which reads

$$\tfrac12Kh^2+s\left[e(n_0-h)-e(n_0)+h\,\mu(n_0)\right]\ge0 .$$

The two signs together give $|e(n_0)-e(n_0-h)-h\mu(n_0)|\le Kh^2/2$. Multiplying by $M$ and inserting $h=q/M$,

$$\left|E_M(Mn_0)-E_M(Mn_0-q)-q\,\mu(n_0)\right|\le\frac{Kq^2}{2M}.$$

For $q=1$ the bound is $K/(2M)$. In the smallest supercell, $M=1$, a whole electron leaves a single cell, the filling reaches the far end of $[n_0-1,n_0]$, and the bound is $K/2$.

## Energies of the supercell and the defect

In Lean 4 with Mathlib:

```lean
import Mathlib

open Set Filter Topology
open scoped NNReal

namespace SupercellRemovalEnergy

noncomputable section
```

The supercell energy takes a real electron number, so fractional charges are allowed.

```lean
/-- Energy of a perfect supercell of `M` cells holding `N` electrons, spread evenly,
when `e` is the energy per cell as a function of the electron number per cell. -/
def supercellEnergy (e : ℝ → ℝ) (M : ℕ) (N : ℝ) : ℝ := M * e (N / M)
```

The removal energy is the initial energy minus the final one. With this sign it approaches the eigenvalue itself; the ionisation energy is its negative.

```lean
/-- Energy difference between the supercell with `n0` electrons per cell and the same
supercell after `q` electrons in total have been removed. -/
def removalEnergy (e : ℝ → ℝ) (n0 : ℝ) (M : ℕ) (q : ℝ) : ℝ :=
  supercellEnergy e M (M * n0) - supercellEnergy e M (M * n0 - q)
```

In the formation energy, `vbm` is the reference level and `EF` the Fermi level measured from it. Atomic chemical potentials and finite-size corrections have no separate terms; they must be included in the two total energies.

```lean
/-- Formation energy of a defect of charge `q`, from the total energies of the defective
supercell and of its reference, with the Fermi level `EF` measured from the band edge `vbm`. -/
def formationEnergy (Edefect Eref q EF vbm : ℝ) : ℝ := Edefect - Eref + q * (vbm + EF)
```

## From one cell to M cells

The first lemma rewrites the removal energy in terms of the depletion $q/M$ of each cell.

```lean
/-- The removal energy of `q` electrons from `M` cells is `M` times the energy difference of one
cell whose filling drops from `n0` to `n0 - q / M`. -/
theorem removalEnergy_eq (e : ℝ → ℝ) (n0 q : ℝ) {M : ℕ} (hM : 1 ≤ M) :
    removalEnergy e n0 M q = M * (e n0 - e (n0 - q / M)) := by
  have hpos : (0 : ℝ) < M := by exact_mod_cast hM
  have h0 : (M : ℝ) ≠ 0 := hpos.ne'
  have h1 : (M : ℝ) * n0 / M = n0 := by field_simp
  have h2 : ((M : ℝ) * n0 - q) / M = n0 - q / M := by field_simp
  unfold removalEnergy supercellEnergy
  rw [h1, h2]
  ring
```

The next lemma is the one-cell estimate. The hypothesis `he` says that `μ x` is the derivative of `e` at each point of the interval, and `hμ` compares `μ x` only with `μ n0`. Inside the proof, `hd` computes $\varphi_s'$, and `hm` shows that $\varphi_s$ is monotone for either sign. Comparing the endpoints `0` and `h` gives `p` and `r`, the two halves of the absolute-value bound.

```lean
/-- Lowering the filling of one cell by `h` lowers its energy by `h * μ n0` up to an error of at
most `K * h ^ 2 / 2`. -/
theorem depletion_remainder {e μ : ℝ → ℝ} {n0 K h : ℝ} (hh0 : 0 ≤ h) (hh1 : h ≤ 1)
    (he : ∀ x ∈ Icc (n0 - 1) n0, HasDerivAt e (μ x) x)
    (hμ : ∀ x ∈ Icc (n0 - 1) n0, |μ x - μ n0| ≤ K * (n0 - x)) :
    |e n0 - e (n0 - h) - h * μ n0| ≤ K * h ^ 2 / 2 := by
  have hmem : ∀ t ∈ Icc 0 h, n0 - t ∈ Icc (n0 - 1) n0 := fun t ht =>
    ⟨by linarith [ht.2], by linarith [ht.1]⟩
  -- the quadratic bound plus or minus the remainder, and its derivative
  have hd : ∀ s : ℝ, ∀ t ∈ Icc 0 h,
      HasDerivAt (fun t : ℝ => K * (t * t) / 2 + s * (e (n0 - t) + t * μ n0))
        (K * t + s * (μ n0 - μ (n0 - t))) t := by
    intro s t ht
    have h1 : HasDerivAt (fun t : ℝ => n0 - t) (-1) t := (hasDerivAt_id' t).const_sub n0
    have h2' := (he (n0 - t) (hmem t ht)).comp t h1
    have h2 : HasDerivAt (fun t : ℝ => e (n0 - t)) (μ (n0 - t) * (-1)) t := h2'
    have h3 : HasDerivAt (fun t : ℝ => K * (t * t) / 2) (K * t) t :=
      ((((hasDerivAt_id' t).fun_mul (hasDerivAt_id' t)).const_mul K).div_const 2).congr_deriv
        (by ring)
    have h4 : HasDerivAt (fun t : ℝ => t * μ n0) (1 * μ n0) t :=
      (hasDerivAt_id' t).mul_const _
    exact (h3.fun_add ((h2.fun_add h4).const_mul s)).congr_deriv (by ring)
  -- for either sign the derivative is nonnegative, so the function grows
  have hm : ∀ s : ℝ, s = 1 ∨ s = -1 →
      MonotoneOn (fun t : ℝ => K * (t * t) / 2 + s * (e (n0 - t) + t * μ n0)) (Icc 0 h) := by
    intro s hs
    refine monotoneOn_of_deriv_nonneg (convex_Icc 0 h)
      (fun t ht => (hd s t ht).continuousAt.continuousWithinAt)
      (fun t ht => (hd s t (interior_subset ht)).differentiableAt.differentiableWithinAt) ?_
    intro t ht
    rw [(hd s t (interior_subset ht)).deriv]
    have hb := abs_le.mp (hμ (n0 - t) (hmem t (interior_subset ht)))
    rcases hs with rfl | rfl <;> linarith [hb.1, hb.2]
  have p := hm 1 (Or.inl rfl) (left_mem_Icc.2 hh0) (right_mem_Icc.2 hh0) hh0
  have r := hm (-1) (Or.inr rfl) (left_mem_Icc.2 hh0) (right_mem_Icc.2 hh0) hh0
  simp only [sub_zero] at p r
  rw [abs_le]
  constructor <;> linarith
```

For the supercell, `K` is a nonnegative real and `LipschitzOnWith` expresses the Lipschitz condition. The proof specialises it to pairs containing `n0`, applies the previous lemma at `q / M`, and uses `hsplit` to write the total error as $M$ times the error of one cell.

```lean
/-- Removing `q` electrons from a perfect supercell of `M` cells lowers its energy by `q` times the
reservoir eigenvalue `μ n0`, up to an error of at most `K * q ^ 2 / (2 * M)`. -/
theorem removalEnergy_error {e μ : ℝ → ℝ} {n0 q : ℝ} {K : ℝ≥0} {M : ℕ} (hM : 1 ≤ M)
    (hq0 : 0 ≤ q) (hqM : q ≤ M)
    (he : ∀ x ∈ Icc (n0 - 1) n0, HasDerivAt e (μ x) x)
    (hμ : LipschitzOnWith K μ (Icc (n0 - 1) n0)) :
    |removalEnergy e n0 M q - q * μ n0| ≤ K * q ^ 2 / (2 * M) := by
  have hpos : (0 : ℝ) < M := by exact_mod_cast hM
  have hlip : ∀ x ∈ Icc (n0 - 1) n0, |μ x - μ n0| ≤ K * (n0 - x) := by
    intro x hx
    have h := hμ.dist_le_mul x hx n0 ⟨by linarith, le_refl n0⟩
    rw [Real.dist_eq, Real.dist_eq, abs_sub_comm x n0,
      abs_of_nonneg (sub_nonneg.2 hx.2)] at h
    exact h
  have hrem := depletion_remainder (div_nonneg hq0 hpos.le)
    ((div_le_one hpos).2 hqM) he hlip
  -- the error of the supercell is `M` times the error of one cell
  have hsplit : removalEnergy e n0 M q - q * μ n0
      = M * (e n0 - e (n0 - q / M) - q / M * μ n0) := by
    have hc : (M : ℝ) * (q / M) = q := mul_div_cancel₀ q hpos.ne'
    rw [removalEnergy_eq e n0 q hM]
    linear_combination μ n0 * hc
  rw [hsplit, abs_mul, abs_of_pos hpos]
  calc (M : ℝ) * |e n0 - e (n0 - q / M) - q / M * μ n0|
      ≤ M * (K * (q / M) ^ 2 / 2) := mul_le_mul_of_nonneg_left hrem hpos.le
    _ = K * q ^ 2 / (2 * M) := by field_simp
```

Setting `q` to one gives the bound named in the title, with the energy difference written out.

```lean
/-- The one-electron removal difference of a perfect supercell of `M` cells differs from
the reservoir eigenvalue by at most `K / (2 * M)`. -/
theorem one_electron_removal_error {e μ : ℝ → ℝ} {n0 : ℝ} {K : ℝ≥0} {M : ℕ} (hM : 1 ≤ M)
    (he : ∀ x ∈ Icc (n0 - 1) n0, HasDerivAt e (μ x) x)
    (hμ : LipschitzOnWith K μ (Icc (n0 - 1) n0)) :
    |M * (e n0 - e (n0 - 1 / M)) - μ n0| ≤ K / (2 * M) := by
  have h := removalEnergy_error hM zero_le_one (by exact_mod_cast hM) he hμ
  rw [removalEnergy_eq e n0 1 hM, one_mul, one_pow, mul_one] at h
  exact h
```

Calling $\mu(n_0)$ an eigenvalue is a physical interpretation, supplied in Kohn–Sham theory by Janak's theorem; in the code it is only a derivative. With interacting electrons the depleted cells are charged, and a uniform neutralising background keeps their energy finite. The derivative is then the eigenvalue measured from the average electrostatic potential energy of an electron in the cell. That derivative is two-sided, whereas the energy of an insulator has a kink at the filled band. Since only values of $e$ on $[n_0-1,n_0]$ enter the bound, one may continue $e$ linearly beyond both ends, using the one-sided slopes.

The Lipschitz condition is a real restriction. At a parabolic band edge of non-interacting electrons in three dimensions, the eigenvalue shifts as the two-thirds power of the depletion, so no finite $K$ exists. The model also leaves out localisation of the removed charge and coarse $k$-point sampling.

## Convergence without a Lipschitz constant

For the limit $M\to\infty$, differentiability at $n_0$ is enough. With $\delta=-1/M$,

$$M\left[e(n_0)-e(n_0-1/M)\right]=\frac{e(n_0+\delta)-e(n_0)}{\delta},$$

which is a difference quotient. The proof shows that $\delta$ tends to zero through nonzero values, then identifies the quotient with the removal energy for $M\ge1$. This gives convergence but no rate. For an insulator, $e$ is first continued beyond $n_0$ with its left-hand slope, as above; the removal energies for $M\ge1$ do not change.

```lean
/-- As the supercell grows, the one-electron removal energy converges to the derivative
of the energy per cell; differentiability at the filling `n0` is enough. -/
theorem removalEnergy_tendsto {e : ℝ → ℝ} {n0 ε : ℝ} (he : HasDerivAt e ε n0) :
    Tendsto (fun M : ℕ => removalEnergy e n0 M 1) atTop (𝓝 ε) := by
  have ht : Tendsto (fun M : ℕ => -(1 / (M : ℝ))) atTop (𝓝[≠] 0) := by
    rw [tendsto_nhdsWithin_iff]
    constructor
    · have h0 := (tendsto_one_div_atTop_nhds_zero_nat (𝕜 := ℝ)).neg
      rw [neg_zero] at h0
      exact h0
    · filter_upwards [eventually_ge_atTop 1] with M hM
      have hpos : (0 : ℝ) < M := by exact_mod_cast hM
      have h1 : 0 < 1 / (M : ℝ) := by positivity
      exact (neg_lt_zero.2 h1).ne
  -- the removal energy is a difference quotient with step `-1 / M`
  refine ((hasDerivAt_iff_tendsto_slope_zero.1 he).comp ht).congr' ?_
  filter_upwards [eventually_ge_atTop 1] with M hM
  rw [removalEnergy_eq e n0 1 hM]
  simp only [Function.comp_apply, smul_eq_mul]
  rw [← sub_eq_add_neg, inv_neg, one_div, inv_inv]
  ring
```

## A quadratic energy attains the bound

For $e(n)=an+Kn^2/2$, the derivative is $a+Kn$ and

$$M\left[e(n_0)-e(n_0-q/M)\right]=q(a+Kn_0)-\frac{Kq^2}{2M}.$$

The error therefore has exactly the size of the bound, and the factor $1/2$ cannot be improved. The theorem verifies the derivative, its Lipschitz constant and this equality.

```lean
/-- For an energy per cell quadratic in the filling, with curvature `K`, the derivative is
`K`-Lipschitz and the removal error equals `K * q ^ 2 / (2 * M)`. -/
theorem removalEnergy_error_sharp (a n0 q : ℝ) (K : ℝ≥0) {M : ℕ} (hM : 1 ≤ M) :
    (∀ x : ℝ, HasDerivAt (fun x : ℝ => a * x + K * (x * x) / 2) (a + K * x) x) ∧
    LipschitzWith K (fun x : ℝ => a + K * x) ∧
    |removalEnergy (fun x : ℝ => a * x + K * (x * x) / 2) n0 M q - q * (a + K * n0)|
      = K * q ^ 2 / (2 * M) := by
  have hpos : (0 : ℝ) < M := by exact_mod_cast hM
  refine ⟨fun x => ?_, LipschitzWith.of_dist_le_mul fun x y => ?_, ?_⟩
  · exact (((hasDerivAt_id' x).const_mul a).fun_add
      ((((hasDerivAt_id' x).fun_mul (hasDerivAt_id' x)).const_mul (K : ℝ)).div_const 2)).congr_deriv
        (by ring)
  · have h : a + K * x - (a + K * y) = K * (x - y) := by ring
    rw [Real.dist_eq, Real.dist_eq, h, abs_mul, abs_of_nonneg K.coe_nonneg]
  · have h : removalEnergy (fun x : ℝ => a * x + K * (x * x) / 2) n0 M q - q * (a + K * n0)
        = -(K * q ^ 2 / (2 * M)) := by
      rw [removalEnergy_eq _ n0 q hM]
      field_simp
      ring
    rw [h, abs_neg, abs_of_nonneg (by positivity)]
```

## The shift in a defect formation energy

Now keep both total energies and `EF` fixed and change only the reference level, from $\mu(n_0)$ to the one-electron removal energy. The formation energy changes by $q$ times the one-electron error, so by at most $|q|K/(2M)$. Here $q$ is the defect charge and may have either sign. The dependence on it is linear because the reference always comes from removing a single electron.

```lean
/-- Taking the one-electron removal energy instead of the eigenvalue as band edge shifts
the formation energy of a defect of charge `q` by at most `|q| * (K / (2 * M))`. -/
theorem formationEnergy_reference_error {e μ : ℝ → ℝ} {n0 : ℝ} {K : ℝ≥0} {M : ℕ}
    (hM : 1 ≤ M) (he : ∀ x ∈ Icc (n0 - 1) n0, HasDerivAt e (μ x) x)
    (hμ : LipschitzOnWith K μ (Icc (n0 - 1) n0)) (Edefect Eref q EF : ℝ) :
    |formationEnergy Edefect Eref q EF (removalEnergy e n0 M 1)
      - formationEnergy Edefect Eref q EF (μ n0)| ≤ |q| * (K / (2 * M)) := by
  have h : formationEnergy Edefect Eref q EF (removalEnergy e n0 M 1)
      - formationEnergy Edefect Eref q EF (μ n0) = q * (removalEnergy e n0 M 1 - μ n0) := by
    unfold formationEnergy
    ring
  rw [h, abs_mul, removalEnergy_eq e n0 1 hM]
  exact mul_le_mul_of_nonneg_left (one_electron_removal_error hM he hμ) (abs_nonneg q)

end

end SupercellRemovalEnergy
```

```lean
#print axioms SupercellRemovalEnergy.one_electron_removal_error
-- 'SupercellRemovalEnergy.one_electron_removal_error' depends on axioms: [propext, Classical.choice, Quot.sound]
#print axioms SupercellRemovalEnergy.removalEnergy_tendsto
-- 'SupercellRemovalEnergy.removalEnergy_tendsto' depends on axioms: [propext, Classical.choice, Quot.sound]
#print axioms SupercellRemovalEnergy.removalEnergy_error_sharp
-- 'SupercellRemovalEnergy.removalEnergy_error_sharp' depends on axioms: [propext, Classical.choice, Quot.sound]
#print axioms SupercellRemovalEnergy.formationEnergy_reference_error
-- 'SupercellRemovalEnergy.formationEnergy_reference_error' depends on axioms: [propext, Classical.choice, Quot.sound]
```

Within this model of evenly spread charge, and once a Lipschitz constant $K$ is known, the estimate gives a supercell size large enough to keep the shift caused by the choice of reference below a chosen tolerance. It does not bound the error of the defect's own total energy.
